# Mean-field limit of one-spin coherence in the all-to-all Ising model

Let $N=n+1$ spins start in a product state, each with amplitudes $a_+$ (up) and $a_-$ (down), where $|a_+|^2+|a_-|^2=1$. They evolve under

$$H=\frac1N\sum_{0\le i<j<N}\sigma^z_i\sigma^z_j ,\qquad \hbar=1 .$$

Write $p=|a_+|^2$. As $N\to\infty$ at fixed time $t$, the up-down element of the one-spin density matrix tends to $a_+a_-^*\,e^{-2it(2p-1)}$. The factor multiplying $a_+a_-^*$ differs from its limit by at most $(24t^2+2|t|)/N$.

The coupling strength $1/N$ keeps the field that each spin feels from all the others bounded as $N$ grows. In the limit that field is the mean spin $2p-1$, and the phase is the one acquired under the one-spin Hamiltonian $(2p-1)\sigma^z$.

## From the energy of one flip to the limit

Single out one spin and let $s_j=\pm1$, $j=0,\dots,n-1$, be the values of its partners. Terms among the partners don't change when the chosen spin is flipped, so

$$E(+,s)-E(-,s)=\frac2N\sum_j s_j .$$

The amplitude of a configuration is $e^{-itE}$ times a product of initial amplitudes. Tracing out the partners leaves, with $\theta=2t/N$,

$$\rho_{+-}(t)=a_+a_-^*\sum_s\prod_j |a_{s_j}|^2e^{-i\theta s_j}=a_+a_-^*\,z^n,\qquad z=pe^{-i\theta}+(1-p)e^{i\theta}.$$

This is exact at every $N$. The real part of $z$ is $\cos\theta$ and the imaginary part is $(1-2p)\sin\theta$, hence

$$|z|^2=1-4p(1-p)\sin^2\theta\le1 .$$

Compare $z$ with the pure phase $w=e^{-i\theta(2p-1)}$. Let $R(x)=e^{ix}-1-ix$. Then $|R(x)|\le3x^2$: for $|x|\le1$ the exponential series gives $x^2$, and for $|x|\ge1$ we have $|R(x)|\le2+|x|\le3x^2$. The constant and linear terms of $z$ and $w$ agree, so

$$|z-w|\le 3p\theta^2+3(1-p)\theta^2+3(2p-1)^2\theta^2\le6\theta^2 .$$

Since $|z|\le1$ and $|w|=1$, the identity $z^{m+1}-w^{m+1}=z^m(z-w)+(z^m-w^m)w$ gives $|z^n-w^n|\le n|z-w|$ by induction. The limiting phase is $w^N$, because $N\theta=2t$. It has one factor more than $w^n$, which costs $|1-w|\le|\theta|+3\theta^2$. Altogether

$$|z^n-w^N|\le 6n\theta^2+3\theta^2+|\theta|\le6N\theta^2+|\theta|=\frac{24t^2+2|t|}{N}\to0 .$$

## The spin model in Lean

```lean
import Mathlib

open Complex Filter Topology ComplexConjugate

namespace IsingMeanFieldLimit

noncomputable section
```

A basis state of one spin is a `Bool`, and `spin` gives its $\sigma^z$ eigenvalue.

```lean
/-- The value of σᶻ on a basis state: `+1` for up (`true`), `-1` for down (`false`). -/
def spin : Bool → ℝ
  | true => 1
  | false => -1
```

A configuration is a function `Fin N → Bool`. Since $H$ is diagonal in this basis, its eigenvalues specify it completely.

```lean
/-- Energy of a configuration under all-to-all Ising coupling of strength `1/N`. -/
def isingEnergy {N : ℕ} (s : Fin N → Bool) : ℝ :=
  (∑ i, ∑ j, if i < j then spin (s i) * spin (s j) else 0) / (N : ℝ)
```

The evolved state is given by its amplitudes, with the same `a` for every spin.

```lean
/-- Amplitude at time `t` of the configuration `s`, starting from the product state in which
every spin has amplitudes `a`. -/
def evolved {N : ℕ} (a : Bool → ℂ) (t : ℝ) (s : Fin N → Bool) : ℂ :=
  exp (((-(t * isingEnergy s) : ℝ) : ℂ) * I) * ∏ i, a (s i)
```

`Fin.cons` puts the chosen spin in front of its `n` partners. Summing over the partners is the partial trace.

```lean
/-- Up-down element of the reduced density matrix of one spin coupled to `n` others. -/
def coherence (n : ℕ) (a : Bool → ℂ) (t : ℝ) : ℂ :=
  ∑ s : Fin n → Bool, evolved a t (Fin.cons (α := fun _ => Bool) true s) *
    conj (evolved a t (Fin.cons (α := fun _ => Bool) false s))
```

The next two definitions are $z$ and the limiting phase. The latter is written down directly; no mean-field equation of motion is formalised.

```lean
/-- The factor `p e^(-iθ) + (1-p) e^(iθ)` contributed by one partner spin. -/
def dephasingFactor (p θ : ℝ) : ℂ :=
  (p : ℂ) * exp (((-θ : ℝ) : ℂ) * I) + ((1 - p : ℝ) : ℂ) * exp ((θ : ℂ) * I)

/-- The mean-field phase factor `e^(-2it(2p-1))`. -/
def meanFieldPhase (p t : ℝ) : ℂ :=
  exp (((-(2 * t * (2 * p - 1)) : ℝ) : ℂ) * I)
```

The formula for `evolved` is justified by differentiation: each amplitude satisfies $\dot\psi_s=-iE_s\psi_s$. Normalisation is not needed here.

```lean
/-- The evolved amplitudes obey the Schrödinger equation of the Ising Hamiltonian. -/
theorem evolved_schrodinger {N : ℕ} (a : Bool → ℂ) (t : ℝ) (s : Fin N → Bool) :
    HasDerivAt (fun τ : ℝ => evolved a τ s) (-I * isingEnergy s * evolved a t s) t := by
  have h0 : HasDerivAt (fun τ : ℝ => -(τ * isingEnergy s)) (-isingEnergy s) t :=
    ((hasDerivAt_id' t).mul_const (isingEnergy s)).fun_neg.congr_deriv (by ring)
  unfold evolved
  exact ((h0.ofReal_comp.mul_const I).cexp.mul_const (∏ i, a (s i))).congr_deriv
    (by push_cast; ring)
```

## Exact coherence at finite N

The flip energy follows by splitting the first index off both sums. The terms among the partners then cancel under `ring`.

```lean
/-- Turning one spin from down to up changes the energy by `2/N` times the total
σᶻ of the other spins. -/
theorem isingEnergy_flip {n : ℕ} (s : Fin n → Bool) :
    isingEnergy (Fin.cons (α := fun _ => Bool) true s) -
      isingEnergy (Fin.cons (α := fun _ => Bool) false s) =
      2 / ((n : ℝ) + 1) * ∑ j, spin (s j) := by
  have h1 : spin true = 1 := rfl
  have h2 : spin false = -1 := rfl
  simp only [isingEnergy, Fin.sum_univ_succ, Fin.cons_zero, Fin.cons_succ,
    Fin.succ_pos, Fin.not_lt_zero, Fin.succ_lt_succ_iff, if_true, if_false, h1, h2,
    one_mul, neg_mul, Finset.sum_neg_distrib, zero_add, Nat.cast_add, Nat.cast_one]
  ring
```

The weighted sum over partners factorises for any real weights `q`. It is an average when the weights are probabilities, as they are in the application below.

```lean
/-- The sum of the collective phase factor over all configurations of `n` spins, each weighted by
the product of its `q (s j)`, is the `n`-th power of the one-spin weighted sum. -/
theorem phase_average (n : ℕ) (q : Bool → ℝ) (θ : ℝ) :
    ∑ s : Fin n → Bool, exp (((-(θ * ∑ j, spin (s j)) : ℝ) : ℂ) * I) * ∏ j, (q (s j) : ℂ) =
      ((q true : ℂ) * exp (((-θ : ℝ) : ℂ) * I) + (q false : ℂ) * exp ((θ : ℂ) * I)) ^ n := by
  let f : Bool → ℂ := fun b => exp (((-(θ * spin b) : ℝ) : ℂ) * I) * (q b : ℂ)
  calc _ = ∑ s : Fin n → Bool, ∏ j, f (s j) := by
        refine Finset.sum_congr rfl fun s _ => ?_
        simp only [f]
        rw [Finset.prod_mul_distrib, ← Complex.exp_sum]
        congr 2
        push_cast
        simp [Finset.mul_sum, Finset.sum_mul]
    _ = (∑ b, f b) ^ n := (Fintype.sum_pow f n).symm
    _ = _ := by
        rw [Fintype.sum_bool]
        congr 1
        simp only [f, spin, mul_one, mul_neg, neg_neg]
        ring
```

The proof turns on `Fintype.sum_pow`, which says that $\left(\sum_b f(b)\right)^n$ equals the sum of $\prod_j f(s_j)$ over all functions $s$ from `Fin n`. Expanding a power means choosing one term from each factor, and such a list of choices is exactly a spin configuration. Because configurations were defined as functions, the lemma applies directly, without a tensor-product construction. It remains to write the collective phase as a product of one-spin phases, which `Complex.exp_sum` does.

In the next theorem, `hph` combines the two time-dependent phases into the phase of the flip energy, and `hpr` turns amplitudes into probabilities. The hypothesis `ha` is normalisation, used to replace $|a_-|^2$ by $1-p$.

```lean
/-- Exact coherence of one spin among `N = n + 1`: its initial value times the `n`-th power
of the dephasing factor at angle `2t/N`. -/
theorem coherence_eq (n : ℕ) (a : Bool → ℂ) (t : ℝ)
    (ha : ‖a true‖ ^ 2 + ‖a false‖ ^ 2 = 1) :
    coherence n a t = a true * conj (a false) *
      dephasingFactor (‖a true‖ ^ 2) (2 * t / ((n : ℝ) + 1)) ^ n := by
  have h : ∀ s : Fin n → Bool, evolved a t (Fin.cons (α := fun _ => Bool) true s) *
      conj (evolved a t (Fin.cons (α := fun _ => Bool) false s)) = a true * conj (a false) *
      (exp (((-(2 * t / ((n : ℝ) + 1) * ∑ j, spin (s j)) : ℝ) : ℂ) * I) *
        ∏ j, ((‖a (s j)‖ ^ 2 : ℝ) : ℂ)) := by
    intro s
    -- only the energy difference survives in the relative phase
    have hph : exp (((-(t * isingEnergy (Fin.cons (α := fun _ => Bool) true s)) : ℝ) : ℂ) * I) *
        conj (exp (((-(t * isingEnergy (Fin.cons (α := fun _ => Bool) false s)) : ℝ) : ℂ) * I))
        = exp (((-(2 * t / ((n : ℝ) + 1) * ∑ j, spin (s j)) : ℝ) : ℂ) * I) := by
      have h' : -(2 * t / ((n : ℝ) + 1) * ∑ j, spin (s j)) =
          -(t * isingEnergy (Fin.cons (α := fun _ => Bool) true s)) +
            t * isingEnergy (Fin.cons (α := fun _ => Bool) false s) := by
        linear_combination t * isingEnergy_flip s
      rw [h', ← Complex.exp_conj, map_mul, Complex.conj_ofReal, Complex.conj_I,
        ← Complex.exp_add]
      congr 1
      push_cast
      ring
    have hpr : (∏ j, a (s j)) * conj (∏ j, a (s j)) = ∏ j, ((‖a (s j)‖ ^ 2 : ℝ) : ℂ) := by
      rw [map_prod, ← Finset.prod_mul_distrib]
      refine Finset.prod_congr rfl fun j _ => ?_
      rw [Complex.mul_conj, Complex.normSq_eq_norm_sq]
    rw [← hph, ← hpr]
    simp only [evolved, Fin.prod_univ_succ, Fin.cons_zero, Fin.cons_succ, map_mul]
    ring
  have h0 : ‖a false‖ ^ 2 = 1 - ‖a true‖ ^ 2 := by linarith
  unfold coherence
  rw [Finset.sum_congr rfl fun s _ => h s, ← Finset.mul_sum,
    phase_average n (fun b => ‖a b‖ ^ 2)]
  simp only [h0, dephasingFactor]
```

## Error bound and limit

The modulus is computed from real and imaginary parts.

```lean
/-- The squared modulus of the dephasing factor is `1 - 4p(1-p) sin²θ`. -/
theorem dephasingFactor_norm_sq (p θ : ℝ) :
    ‖dephasingFactor p θ‖ ^ 2 = 1 - 4 * p * (1 - p) * Real.sin θ ^ 2 := by
  rw [← Complex.normSq_eq_norm_sq, Complex.normSq_apply]
  simp only [dephasingFactor, Complex.add_re, Complex.add_im, Complex.re_ofReal_mul,
    Complex.im_ofReal_mul, Complex.exp_ofReal_mul_I_re, Complex.exp_ofReal_mul_I_im,
    Real.cos_neg, Real.sin_neg]
  linear_combination Real.sin_sq_add_cos_sq θ
```

The bound on $R(x)$ is split at $|x|=1$, as above.

```lean
/-- A phase factor differs from its first-order expansion by at most `3x²`. -/
theorem phase_remainder (x : ℝ) : ‖exp ((x : ℂ) * I) - 1 - (x : ℂ) * I‖ ≤ 3 * x ^ 2 := by
  have hn : ‖(x : ℂ) * I‖ = |x| := by
    rw [norm_mul, Complex.norm_I, mul_one, Complex.norm_real, Real.norm_eq_abs]
  rcases le_total |x| 1 with h | h
  · have h1 := Complex.norm_exp_sub_one_sub_id_le (hn.trans_le h)
    rw [hn, sq_abs] at h1
    linarith [sq_nonneg x]
  · have h1 := norm_sub_le (exp ((x : ℂ) * I) - 1) ((x : ℂ) * I)
    have h2 := norm_sub_le (exp ((x : ℂ) * I)) 1
    rw [Complex.norm_exp_ofReal_mul_I, norm_one] at h2
    rw [hn] at h1
    nlinarith [sq_abs x]
```

From here on $p$ is a probability, $0\le p\le1$, and the error bounds rely on this. In the comparison of $z$ with $w$, the equation `e` records the cancellation of the low orders, and `key` is the triangle inequality with weights $p$ and $1-p$.

```lean
/-- One dephasing factor agrees with the phase of the mean spin `2p-1` up to `6θ²`. -/
theorem dephasingFactor_near_phase (p θ : ℝ) (hp : 0 ≤ p) (hp1 : p ≤ 1) :
    ‖dephasingFactor p θ - exp (((-(θ * (2 * p - 1)) : ℝ) : ℂ) * I)‖ ≤ 6 * θ ^ 2 := by
  have hq : 0 ≤ 1 - p := sub_nonneg.2 hp1
  have key : ∀ A B C : ℂ, ‖(p : ℂ) * A + ((1 - p : ℝ) : ℂ) * B - C‖ ≤
      p * ‖A‖ + (1 - p) * ‖B‖ + ‖C‖ := by
    intro A B C
    have e1 : ‖(p : ℂ) * A‖ = p * ‖A‖ := by
      rw [norm_mul, Complex.norm_real, Real.norm_of_nonneg hp]
    have e2 : ‖((1 - p : ℝ) : ℂ) * B‖ = (1 - p) * ‖B‖ := by
      rw [norm_mul, Complex.norm_real, Real.norm_of_nonneg hq]
    linarith [norm_sub_le ((p : ℂ) * A + ((1 - p : ℝ) : ℂ) * B) C,
      norm_add_le ((p : ℂ) * A) (((1 - p : ℝ) : ℂ) * B)]
  -- zeroth and first orders cancel, so only remainders are left
  have e : dephasingFactor p θ - exp (((-(θ * (2 * p - 1)) : ℝ) : ℂ) * I) =
      (p : ℂ) * (exp (((-θ : ℝ) : ℂ) * I) - 1 - ((-θ : ℝ) : ℂ) * I) +
      ((1 - p : ℝ) : ℂ) * (exp ((θ : ℂ) * I) - 1 - (θ : ℂ) * I) -
      (exp (((-(θ * (2 * p - 1)) : ℝ) : ℂ) * I) - 1 -
        ((-(θ * (2 * p - 1)) : ℝ) : ℂ) * I) := by
    rw [dephasingFactor]
    push_cast
    ring
  rw [e]
  refine (key _ _ _).trans ((add_le_add (add_le_add
    (mul_le_mul_of_nonneg_left (phase_remainder (-θ)) hp)
    (mul_le_mul_of_nonneg_left (phase_remainder θ) hq)) (phase_remainder _)).trans ?_)
  nlinarith [mul_nonneg (sq_nonneg θ) (mul_nonneg hp hq)]
```

The explicit bound assembles these parts. Within it, `h1` is the induction on powers, `h3` pays for the missing factor, and `total` adds the two errors.

```lean
/-- For `N = n + 1` spins the dephasing product differs from the mean-field phase factor by
at most `(24t² + 2|t|)/N`. -/
theorem meanField_error (p t : ℝ) (hp : 0 ≤ p) (hp1 : p ≤ 1) (n : ℕ) :
    ‖dephasingFactor p (2 * t / ((n : ℝ) + 1)) ^ n - meanFieldPhase p t‖ ≤
      (24 * t ^ 2 + 2 * |t|) / ((n : ℝ) + 1) := by
  have hN : (0 : ℝ) < (n : ℝ) + 1 := by positivity
  obtain ⟨θ, hθ⟩ : ∃ θ : ℝ, θ = 2 * t / ((n : ℝ) + 1) := ⟨_, rfl⟩
  have ht : ((n : ℝ) + 1) * θ = 2 * t := by rw [hθ]; field_simp
  have habs : ((n : ℝ) + 1) * |θ| = 2 * |t| := by
    have h := congrArg (fun x : ℝ => |x|) ht
    simpa only [abs_mul, abs_of_pos hN, abs_two] using h
  rw [← hθ]
  obtain ⟨w, hw⟩ : ∃ w : ℂ, w = exp (((-(θ * (2 * p - 1)) : ℝ) : ℂ) * I) := ⟨_, rfl⟩
  have hphase : meanFieldPhase p t = w ^ (n + 1) := by
    rw [meanFieldPhase, hw, ← Complex.exp_nat_mul, ← ht]
    congr 1
    push_cast
    ring
  have hw1 : ‖w‖ = 1 := by rw [hw]; exact Complex.norm_exp_ofReal_mul_I _
  have hz : ‖dephasingFactor p θ‖ ≤ 1 := by
    have h := dephasingFactor_norm_sq p θ
    have h' : 0 ≤ 4 * p * (1 - p) * Real.sin θ ^ 2 :=
      mul_nonneg (mul_nonneg (by linarith) (sub_nonneg.2 hp1)) (sq_nonneg _)
    nlinarith [norm_nonneg (dephasingFactor p θ)]
  have h2 : ‖dephasingFactor p θ - w‖ ≤ 6 * θ ^ 2 := by
    rw [hw]; exact dephasingFactor_near_phase p θ hp hp1
  rw [hphase]
  generalize dephasingFactor p θ = z at hz h2 ⊢
  -- errors of the single factors add up at most linearly
  have h1 : ∀ m : ℕ, ‖z ^ m - w ^ m‖ ≤ m * ‖z - w‖ := by
    intro m
    induction m with
    | zero => simp
    | succ m ih =>
      have e : z ^ (m + 1) - w ^ (m + 1) = z ^ m * (z - w) + (z ^ m - w ^ m) * w := by ring
      have hzm : ‖z ^ m‖ ≤ 1 := by
        rw [norm_pow]; exact pow_le_one₀ (norm_nonneg _) hz
      have h := norm_add_le (z ^ m * (z - w)) ((z ^ m - w ^ m) * w)
      rw [norm_mul, norm_mul, hw1, mul_one] at h
      have h' := mul_le_mul_of_nonneg_right hzm (norm_nonneg (z - w))
      rw [e]
      push_cast
      linarith
  -- the product has one factor fewer than the mean-field phase
  have h3 : ‖w ^ n - w ^ (n + 1)‖ ≤ |θ| + 3 * θ ^ 2 := by
    have e : w ^ n - w ^ (n + 1) = -(w ^ n * (w - 1)) := by ring
    rw [e, norm_neg, norm_mul, norm_pow, hw1, one_pow, one_mul]
    have hx : |-(θ * (2 * p - 1))| ≤ |θ| := by
      rw [abs_neg, abs_mul]
      exact mul_le_of_le_one_right (abs_nonneg θ) (abs_le.2 ⟨by linarith, by linarith⟩)
    have hx2 := sq_le_sq.2 hx
    have r := phase_remainder (-(θ * (2 * p - 1)))
    rw [← hw] at r
    have tri := norm_add_le (w - 1 - ((-(θ * (2 * p - 1)) : ℝ) : ℂ) * I)
      (((-(θ * (2 * p - 1)) : ℝ) : ℂ) * I)
    rw [sub_add_cancel, norm_mul _ I, Complex.norm_I, mul_one, Complex.norm_real,
      Real.norm_eq_abs] at tri
    linarith
  have total : ‖z ^ n - w ^ (n + 1)‖ ≤ 6 * ((n : ℝ) + 1) * θ ^ 2 + |θ| := by
    have tri := norm_sub_le_norm_sub_add_norm_sub (z ^ n) (w ^ n) (w ^ (n + 1))
    have h4 := mul_le_mul_of_nonneg_left h2 (Nat.cast_nonneg n : (0 : ℝ) ≤ n)
    nlinarith [sq_nonneg θ, h1 n]
  rw [le_div_iff₀ hN]
  refine (mul_le_mul_of_nonneg_right total hN.le).trans (le_of_eq ?_)
  linear_combination 6 * (((n : ℝ) + 1) * θ + 2 * t) * ht + habs
```

Convergence follows by squeezing the error between zero and a multiple of $1/(n+1)$.

```lean
/-- With `N = n + 1`, the product `(p e^(-2it/N) + (1-p) e^(2it/N))^(N-1)` converges to
`e^(-2it(2p-1))`. -/
theorem dephasing_tendsto (p t : ℝ) (hp : 0 ≤ p) (hp1 : p ≤ 1) :
    Tendsto (fun n : ℕ => dephasingFactor p (2 * t / ((n : ℝ) + 1)) ^ n) atTop
      (𝓝 (meanFieldPhase p t)) := by
  have h0 : Tendsto (fun n : ℕ => 1 / ((n : ℝ) + 1)) atTop (𝓝 0) :=
    tendsto_one_div_add_atTop_nhds_zero_nat
  have h := h0.const_mul (24 * t ^ 2 + 2 * |t|)
  rw [mul_zero] at h
  refine tendsto_iff_norm_sub_tendsto_zero.2
    (squeeze_zero (fun _ => norm_nonneg _) (fun n => ?_) h)
  rw [mul_one_div]
  exact meanField_error p t hp hp1 n
```

The last theorem inserts this limit into the exact coherence, again for normalised amplitudes.

```lean
/-- Mean-field limit: as the number of spins grows, the coherence of one spin tends to its
initial value times the mean-field phase factor, with `p` the probability of spin up. -/
theorem coherence_tendsto (a : Bool → ℂ) (t : ℝ)
    (ha : ‖a true‖ ^ 2 + ‖a false‖ ^ 2 = 1) :
    Tendsto (fun n : ℕ => coherence n a t) atTop
      (𝓝 (a true * conj (a false) * meanFieldPhase (‖a true‖ ^ 2) t)) := by
  have hp1 : ‖a true‖ ^ 2 ≤ 1 := by linarith [sq_nonneg ‖a false‖]
  simp only [coherence_eq _ a t ha]
  exact (dephasing_tendsto _ t (sq_nonneg _) hp1).const_mul _

end

end IsingMeanFieldLimit
```

```lean
#print axioms IsingMeanFieldLimit.evolved_schrodinger
#print axioms IsingMeanFieldLimit.coherence_tendsto
```

```
'IsingMeanFieldLimit.evolved_schrodinger' depends on axioms: [propext, Classical.choice, Quot.sound]
'IsingMeanFieldLimit.coherence_tendsto' depends on axioms: [propext, Classical.choice, Quot.sound]
```

A mean-field limit often means convergence of the reduced states of any fixed number of particles to a nonlinear evolution. The theorem above concerns one matrix element of one spin, for identical initial spins and a Hamiltonian whose terms all commute. Within this Ising model without a transverse field, the exact finite-$N$ formula offers a check on spin-dynamics simulations.

## Times that grow with the number of spins

The same estimate allows $t$ to depend on $N$: the error still vanishes if $t^2/N\to0$. At $t=\tau\sqrt N$ with $\tau$ fixed, the formula for $|z|^2$ gives

$$|z|^n=\left(1-4p(1-p)\sin^2\frac{2\tau}{\sqrt N}\right)^{n/2}\to e^{-8p(1-p)\tau^2}.$$

For $0<p<1$ and $\tau\ne0$ the coherence is therefore damped, and a pure mean-field phase no longer describes it. This long-time limit is a consequence drawn by hand, not one of the Lean theorems.
